# An exponential lower bound on the on-site Ewald series for positive E/η

The on-site Ewald series is s(x) = ∑ xⁿ/(n!(2n − 1)), summed from n = 0, with x = E/η real. The declaration `exp_le_onSite` states that eˣ − 1 − x ≤ 2x(s(x) + 1) for every x ≥ 0, which for x > 0 bounds s(x) from below. The attempt compares two series term by term: the exponential series without its first two terms, and 2x times the on-site series without its first term, which is −1. Each comparison comes down to 1/(m + 2) ≤ 2/(2m + 1), and a `calc` chain carries this over to the full terms.

This version doesn't compile in Lean 4 with Mathlib:

```lean
import Mathlib

open Filter Topology

namespace KKROnSiteEwald

noncomputable section

/-- The `n`-th term `x^n / (n! (2n - 1))` of the on-site Ewald series, with `x = E/η`. -/
def ewaldTerm (x : ℝ) (n : ℕ) : ℝ := x ^ n / (n.factorial * (2 * n - 1))

/-- The on-site Ewald series `s(x) = ∑ x^n / (n! (2n - 1))`. -/
def onSiteSeries (x : ℝ) : ℝ := ∑' n, ewaldTerm x n

/-- The on-site Ewald series converges for every real ratio `x = E/η`. -/
theorem summable_ewaldTerm (x : ℝ) : Summable (ewaldTerm x) := by
  refine Summable.of_norm_bounded (g := fun n : ℕ => |x| ^ n / (n.factorial : ℝ))
    (Real.summable_pow_div_factorial |x|) ?_
  intro n
  have hf : (0 : ℝ) < n.factorial := by exact_mod_cast n.factorial_pos
  -- the denominators 2n - 1 never have modulus below one
  have h1 : (1 : ℝ) ≤ |2 * (n : ℝ) - 1| := by
    rcases Nat.eq_zero_or_pos n with h | h
    · simp [h]
    · have h' : (1 : ℝ) ≤ n := by exact_mod_cast h
      exact le_trans (by linarith) (le_abs_self _)
  rw [ewaldTerm, Real.norm_eq_abs, abs_div, abs_mul, abs_pow, abs_of_pos hf]
  exact div_le_div_of_nonneg_left (by positivity) hf (le_mul_of_one_le_right hf.le h1)

/-- Without its first term, which equals `-1`, the on-site series sums to `s(x) + 1`. -/
theorem hasSum_onSite_tail (x : ℝ) :
    HasSum (fun m : ℕ => x ^ (m + 1) / ((m + 1).factorial * (2 * (m : ℝ) + 1)))
      (onSiteSeries x + 1) := by
  have h := (hasSum_nat_add_iff' 1).mpr (summable_ewaldTerm x).hasSum
  have h0 : ewaldTerm x 0 = -1 := by norm_num [ewaldTerm]
  have e1 : (fun m : ℕ => x ^ (m + 1) / ((m + 1).factorial * (2 * (m : ℝ) + 1))) =
      fun m : ℕ => ewaldTerm x (m + 1) := by
    funext m
    have hc : 2 * ((m + 1 : ℕ) : ℝ) - 1 = 2 * (m : ℝ) + 1 := by
      push_cast
      ring
    simp only [ewaldTerm, hc]
  have e2 : onSiteSeries x + 1 =
      (∑' b, ewaldTerm x b) - ∑ i ∈ Finset.range 1, ewaldTerm x i := by
    rw [Finset.sum_range_one, h0, onSiteSeries]
    ring
  rw [e1, e2]
  exact h

/-- The exponential series without its first `k` terms sums to `exp x` minus these terms. -/
theorem hasSum_exp_tail (x : ℝ) (k : ℕ) :
    HasSum (fun m : ℕ => x ^ (m + k) / ((m + k).factorial : ℝ))
      (Real.exp x - ∑ i ∈ Finset.range k, x ^ i / (i.factorial : ℝ)) := by
  have h : HasSum (fun n : ℕ => x ^ n / (n.factorial : ℝ)) (Real.exp x) := by
    have h' := (Real.summable_pow_div_factorial x).hasSum
    rwa [Real.exp_eq_exp_ℝ, NormedSpace.exp_eq_tsum_div]
  exact (hasSum_nat_add_iff' k).mpr h

/-- Lower comparison with the exponential: `exp x - 1 - x ≤ 2x (s(x) + 1)` for `x ≥ 0`. -/
theorem exp_le_onSite {x : ℝ} (hx : 0 ≤ x) :
    Real.exp x - 1 - x ≤ 2 * x * (onSiteSeries x + 1) := by
  have h := hasSum_le (fun m : ℕ => ?_) (hasSum_exp_tail x 2)
    ((hasSum_onSite_tail x).mul_left (2 * x))
  · norm_num [Finset.sum_range_succ] at h
    linarith
  · have f2 : ((m + 2).factorial : ℝ) = (m + 2) * (m + 1).factorial := by
      exact_mod_cast Nat.factorial_succ (m + 1)
    have hc : 1 / ((m : ℝ) + 2) ≤ 2 / (2 * m + 1) := by
      rw [div_le_div_iff₀ (by positivity) (by positivity)]
      linarith
    calc x ^ (m + 2) / ((m + 2).factorial : ℝ)
        = x ^ (m + 2) / ((m + 1).factorial : ℝ) * (1 / ((m : ℝ) + 2)) := by rw [f2]; ring
      _ ≤ x ^ (m + 2) / ((m + 1).factorial : ℝ) * (2 / (2 * m + 1)) :=
          mul_le_mul_of_nonneg_left hc (by positivity)
      _ = 2 * x * (x ^ (m + 1) / ((m + 1).factorial * (2 * (m : ℝ) + 1))) := by ring

end

end KKROnSiteEwald
```

Messages:

```
Try this:
  [apply] ring_nf
  
  The `ring` tactic failed to close the goal. Use `ring_nf` to obtain a normal form.
    
  Note that `ring` works primarily in *commutative* rings. If you have a noncommutative ring, abelian group or module, consider using `noncomm_ring`, `abel` or `module` instead.
Main.lean:72:73: error: unsolved goals
x : ℝ
hx : 0 ≤ x
m : ℕ
f2 : ↑(m + 2).factorial = (↑m + 2) * ↑(m + 1).factorial
hc : 1 / (↑m + 2) ≤ 2 / (2 * ↑m + 1)
⊢ x ^ 2 * x ^ m * (↑m * ↑(1 + m).factorial + ↑(1 + m).factorial * 2)⁻¹ =
    x ^ 2 * x ^ m * (↑(1 + m).factorial)⁻¹ * (2 + ↑m)⁻¹
Try this:
  [apply] ring_nf
  
  The `ring` tactic failed to close the goal. Use `ring_nf` to obtain a normal form.
    
  Note that `ring` works primarily in *commutative* rings. If you have a noncommutative ring, abelian group or module, consider using `noncomm_ring`, `abel` or `module` instead.
Main.lean:75:77: error: unsolved goals
x : ℝ
hx : 0 ≤ x
m : ℕ
f2 : ↑(m + 2).factorial = (↑m + 2) * ↑(m + 1).factorial
hc : 1 / (↑m + 2) ≤ 2 / (2 * ↑m + 1)
⊢ x ^ 2 * x ^ m * (↑(1 + m).factorial)⁻¹ * (1 + ↑m * 2)⁻¹ * 2 =
    x ^ 2 * x ^ m * (↑(1 + m).factorial + ↑(1 + m).factorial * ↑m * 2)⁻¹ * 2
```

Lean accepts the file once it reads:

```diff
@@ -70,8 +70,13 @@
       linarith
     calc x ^ (m + 2) / ((m + 2).factorial : ℝ)
-        = x ^ (m + 2) / ((m + 1).factorial : ℝ) * (1 / ((m : ℝ) + 2)) := by rw [f2]; ring
+        = x ^ (m + 2) / ((m + 1).factorial : ℝ) * (1 / ((m : ℝ) + 2)) := by
+          rw [f2]
+          simp only [div_eq_mul_inv, mul_inv]
+          ring
       _ ≤ x ^ (m + 2) / ((m + 1).factorial : ℝ) * (2 / (2 * m + 1)) :=
           mul_le_mul_of_nonneg_left hc (by positivity)
-      _ = 2 * x * (x ^ (m + 1) / ((m + 1).factorial * (2 * (m : ℝ) + 1))) := by ring
+      _ = 2 * x * (x ^ (m + 1) / ((m + 1).factorial * (2 * (m : ℝ) + 1))) := by
+          simp only [div_eq_mul_inv, mul_inv]
+          ring
 
 end
```

Diagnosis. Both errors say that `ring` failed to close an equality in the `calc` chain and left a goal unsolved. The equalities are true, and the inequality between them is not reported.

The trouble is a product under an inverse. In the first step, after `rw [f2]`, the left side is divided by `(m + 2) * (m + 1).factorial`. `ring` multiplies this out into a sum and then treats the inverse of the sum as a single unit. The right side has separate inverses of the factorial and of `m + 2`, so the two normal forms differ, as the first remaining goal shows. The last step fails in the same way, with `(m + 1).factorial * (2 * m + 1)` multiplied out on the right side.

In both places the repair first runs `simp only [div_eq_mul_inv, mul_inv]`. This turns division into multiplication by an inverse and splits the inverse of a product into a product of inverses. The same separate inverses then stand on both sides, and `ring` has only to reorder factors. Putting the tactics on separate lines is mere tidying.
